# Basis-set convergence of the Hylleraas functional for a bounded operator with a gap

A molecule in its unperturbed ground state $\psi_0$, non-degenerate, normalised and with energy $E_0$, is exposed to a weak static perturbation $V$. The first-order change of the wavefunction is found by minimising the Hylleraas functional over trial functions orthogonal to $\psi_0$, and the minimum is the second-order energy. Take $\psi_0$ and $E_0$ as known exactly, and minimise only over the span of a finite basis of functions orthogonal to $\psi_0$. Do the finite-basis energies and wavefunctions approach the exact ones as the basis grows?

Let $H$ be a real Hilbert space, $b\in H$, and $A$ a bounded symmetric operator with $\langle x,Ax\rangle\ge g\|x\|^2$ for some $g>0$. Define
$$J(x)=\langle x,Ax\rangle+2\langle x,b\rangle .$$
In the physical problem, with all wavefunctions and operators real, $H$ is the orthogonal complement of $\psi_0$, $A$ is $H_0-E_0$ restricted to it, with $H_0$ the unperturbed Hamiltonian, and $b$ is the projection of $V\psi_0$. The constant $g$ is a lower bound on the excitation energies, so the ground state must be non-degenerate and isolated. For a molecule $H_0$ is unbounded, and the claim below covers only a bounded model of it.

**Claim.** Let $U_0\subseteq U_1\subseteq\dots$ be finite-dimensional subspaces with dense union. Then $J$ has a unique global minimiser $x$ and a unique minimiser $x_n$ in each $U_n$. The values $J(x_n)$ never increase with $n$ and tend to $J(x)$, and $\|x_n-x\|\to0$.

## From the residual to convergence

**Expansion.** By symmetry of $A$, for all $x,d\in H$,
$$J(x+d)=J(x)+2\langle d,Ax+b\rangle+\langle d,Ad\rangle .$$

**Residual.** Let $x$ minimise $J$ in a subspace $U$, and let $v\in U$. With $c=\langle v,Ax+b\rangle$ and $q=\langle v,Av\rangle\ge0$, the expansion for $d=tv$ gives $2tc+t^2q\ge0$ for all real $t$. At $t=-c/(q+1)$ the left side is $-c^2(q+2)/(q+1)^2$, so $c=0$: the residual $Ax+b$ is orthogonal to $U$. Conversely, if it is, the linear term vanishes for every $d\in U$ and $x$ is a minimiser. Taking $v=x$ gives $\langle x,Ax\rangle=-\langle x,b\rangle$, hence $J(x)=\langle x,b\rangle$.

**Growth.** For a minimiser $x$ in $U$ and any $y\in U$, put $d=y-x$. The linear term vanishes, and
$$J(y)\ge J(x)+g\|y-x\|^2 .$$

**Existence in a finite basis.** Send $u\in U$ to the functional $v\mapsto\langle v,Au\rangle$ on $U$. If this functional is zero, then $g\|u\|^2\le\langle u,Au\rangle=0$, so $u=0$. The map is therefore injective, and since $U$ and its dual have equal finite dimension it is surjective. Some $u$ thus satisfies $\langle v,Au\rangle=-\langle v,b\rangle$ for all $v\in U$, and is a minimiser. The growth inequality makes it unique.

**Convergence.** The functional is bounded below, because
$$J(x)\ge g\|x\|^2-2\|x\|\|b\|=\frac{(g\|x\|-\|b\|)^2}{g}-\frac{\|b\|^2}{g}\ge-\frac{\|b\|^2}{g}.$$
Let $m=\inf_n J(x_n)$. Given $\varepsilon>0$, choose $N$ with $J(x_N)<m+g\varepsilon^2$. For $n\ge N$ we have $x_N\in U_n$, so
$$g\|x_N-x_n\|^2\le J(x_N)-J(x_n)\le J(x_N)-m<g\varepsilon^2 .$$
The sequence is Cauchy and has a limit $x$. If $v\in U_k$, then $\langle v,Ax_n+b\rangle=0$ for $n\ge k$, and in the limit $\langle v,Ax+b\rangle=0$. By density this holds for all $v\in H$, so $x$ is the global minimiser, unique by the growth inequality. Continuity of $J$ gives $J(x_n)\to J(x)$.

**Error bounds.** Let $u$ be the minimiser in $U$ and $v\in U$ arbitrary. Growth about $x$, then $J(u)\le J(v)$ and the expansion about $x$, give
$$g\|u-x\|^2\le J(u)-J(x)\le\langle v-x,A(v-x)\rangle\le\|A\|\,\|v-x\|^2 .$$

## One excited level, and a gap that closes

For $H=\mathbb R$ and $A=a>0$, the minimiser is $-b/a$ and the minimum is $-b^2/a$, the second-order energy of a ground state coupled to a single excited level, with excitation energy $a$ and coupling $b$. With $U=\{0\}$ the error in $J$ is $b^2/a$, and both error bounds are equalities for $g=a$.

Positivity without a gap is not enough. Let $e_0,e_1,\dots$ be an orthonormal basis, $Ae_k=e_k/(k+1)$ and $b=-\sum_k e_k/(k+1)$. In the span of $e_0,\dots,e_{n-1}$ the unique minimiser is $x_n=\sum_{k<n}e_k$, with norm $\sqrt n$ and value $-\sum_{k<n}1/(k+1)$. Neither the minimisers nor the minima converge.

## The functional and its minimisers in Lean

The space `H` is a real inner product space; completeness is added only for the convergence theorem.

```lean
import Mathlib

open Filter Topology

namespace HylleraasBasisConvergence

noncomputable section

variable {H : Type*} [NormedAddCommGroup H] [InnerProductSpace ℝ H]
```

The type `H →L[ℝ] H` of continuous linear maps makes $A$ bounded. Molecular Hamiltonians are unbounded, so the result applies to a bounded model of $H_0-E_0$.

```lean
/-- The Hylleraas functional `⟨x, A x⟩ + 2 ⟨x, b⟩` of a trial response `x`. -/
def hylleraas (A : H →L[ℝ] H) (b x : H) : ℝ :=
  inner ℝ x (A x) + 2 * inner ℝ x b
```

A basis set enters through its span, a `Submodule`. The choice `U = ⊤` describes global minimisation.

```lean
/-- The vector `x` lies in the basis space `U` and has the lowest Hylleraas value in `U`. -/
def IsBasisMinimiser (A : H →L[ℝ] H) (b : H) (U : Submodule ℝ H) (x : H) : Prop :=
  x ∈ U ∧ ∀ y ∈ U, hylleraas A b x ≤ hylleraas A b y
```

## Residual, growth and existence

The expansion uses the symmetry hypothesis `hA` to merge the two cross terms.

```lean
/-- Exact expansion of the Hylleraas functional about a trial vector `x`. -/
theorem hylleraas_add (A : H →L[ℝ] H) (b : H)
    (hA : ∀ x y, inner ℝ (A x) y = inner ℝ x (A y)) (x d : H) :
    hylleraas A b (x + d) =
      hylleraas A b x + 2 * inner ℝ d (A x + b) + inner ℝ d (A d) := by
  have h : inner ℝ x (A d) = inner ℝ d (A x) :=
    (hA x d).symm.trans (real_inner_comm _ _)
  simp only [hylleraas, map_add, inner_add_left, inner_add_right]
  linarith
```

In the next proof `aux` is the parabola argument, with `s` equal to $1/(q+1)$. This equivalence uses symmetry and positive semidefiniteness, but no gap.

```lean
/-- For a symmetric positive semidefinite `A`, a vector of `U` minimises the functional in `U`
exactly when its residual `A x + b` is orthogonal to `U`. -/
theorem isBasisMinimiser_iff (A : H →L[ℝ] H) (b : H)
    (hA : ∀ x y, inner ℝ (A x) y = inner ℝ x (A y))
    (hpos : ∀ x, 0 ≤ inner ℝ x (A x)) (U : Submodule ℝ H) (x : H) :
    IsBasisMinimiser A b U x ↔ x ∈ U ∧ ∀ v ∈ U, inner ℝ v (A x + b) = 0 := by
  -- a parabola through the origin that is never negative has no linear term
  have aux : ∀ c q : ℝ, 0 ≤ q → (∀ t : ℝ, 0 ≤ 2 * (t * c) + t * (t * q)) → c = 0 := by
    intro c q hq h
    by_contra hc
    obtain ⟨s, hs0, hs⟩ : ∃ s : ℝ, 0 < s ∧ s * (q + 1) = 1 :=
      ⟨(q + 1)⁻¹, by positivity, inv_mul_cancel₀ (by positivity)⟩
    have h1 := h (-c * s)
    have h2 : 2 * (-c * s * c) + -c * s * (-c * s * q) = -(c ^ 2 * s + c ^ 2 * s ^ 2) := by
      linear_combination c ^ 2 * s * hs
    have h3 : 0 < c ^ 2 * s + c ^ 2 * s ^ 2 := by positivity
    linarith
  constructor
  · rintro ⟨hx, hmin⟩
    refine ⟨hx, fun v hv => aux _ _ (hpos v) fun t => ?_⟩
    have h1 := hmin (x + t • v) (U.add_mem hx (U.smul_mem t hv))
    rw [hylleraas_add A b hA, map_smul, real_inner_smul_left, real_inner_smul_left,
      real_inner_smul_right] at h1
    linarith
  · rintro ⟨hx, hres⟩
    refine ⟨hx, fun y hy => ?_⟩
    have h1 := hylleraas_add A b hA x (y - x)
    rw [add_sub_cancel, hres _ (U.sub_mem hy hx)] at h1
    linarith [hpos (y - x)]
```

Testing the residual against the minimiser itself gives the value $\langle x,b\rangle$.

```lean
/-- At a minimiser in a basis space the Hylleraas functional equals `⟨x, b⟩`. -/
theorem hylleraas_eq_inner (A : H →L[ℝ] H) (b : H)
    (hA : ∀ x y, inner ℝ (A x) y = inner ℝ x (A y))
    (hpos : ∀ x, 0 ≤ inner ℝ x (A x)) {U : Submodule ℝ H} {x : H}
    (hx : IsBasisMinimiser A b U x) : hylleraas A b x = inner ℝ x b := by
  have h := ((isBasisMinimiser_iff A b hA hpos U x).1 hx).2 x hx.1
  rw [inner_add_right] at h
  unfold hylleraas
  linarith
```

The gap hypothesis `hgap` now bounds the quadratic term from below.

```lean
/-- Within a basis space the functional rises at least quadratically away from a
minimiser, with the gap `g` as stiffness. -/
theorem quadratic_growth (A : H →L[ℝ] H) (b : H) {g : ℝ} (hg : 0 < g)
    (hA : ∀ x y, inner ℝ (A x) y = inner ℝ x (A y))
    (hgap : ∀ x, g * ‖x‖ ^ 2 ≤ inner ℝ x (A x)) {U : Submodule ℝ H} {x y : H}
    (hx : IsBasisMinimiser A b U x) (hy : y ∈ U) :
    hylleraas A b x + g * ‖y - x‖ ^ 2 ≤ hylleraas A b y := by
  have hpos : ∀ x, 0 ≤ inner ℝ x (A x) := fun x =>
    le_trans (by positivity : 0 ≤ g * ‖x‖ ^ 2) (hgap x)
  have h1 := hylleraas_add A b hA x (y - x)
  rw [add_sub_cancel,
    ((isBasisMinimiser_iff A b hA hpos U x).1 hx).2 _ (U.sub_mem hy hx.1)] at h1
  linarith [hgap (y - x)]
```

In the existence proof, `L` is the map from $U$ to its dual and `l` is the right-hand side $-\langle v,b\rangle$. The steps `hinj` and `hsurj` are injectivity and the dimension count. The conclusion says that being a minimiser in `U` is the same as being equal to one particular vector.

```lean
/-- For a symmetric `A` with a gap `g > 0`, every finite-dimensional basis space contains exactly
one minimiser of the Hylleraas functional. -/
theorem exists_unique_minimiser (A : H →L[ℝ] H) (b : H) {g : ℝ} (hg : 0 < g)
    (hA : ∀ x y, inner ℝ (A x) y = inner ℝ x (A y))
    (hgap : ∀ x, g * ‖x‖ ^ 2 ≤ inner ℝ x (A x))
    (U : Submodule ℝ H) [FiniteDimensional ℝ U] :
    ∃ x, ∀ y, IsBasisMinimiser A b U y ↔ y = x := by
  have hpos : ∀ x, 0 ≤ inner ℝ x (A x) := fun x =>
    le_trans (by positivity : 0 ≤ g * ‖x‖ ^ 2) (hgap x)
  -- the projected linear equations, as a map from `U` to its dual
  let L : U →ₗ[ℝ] Module.Dual ℝ U :=
    LinearMap.mk₂ ℝ (fun u v : U => inner ℝ (v : H) (A (u : H)))
      (fun u w v => by simp only [Submodule.coe_add, map_add, inner_add_right])
      (fun c u v => by
        simp only [Submodule.coe_smul, map_smul, real_inner_smul_right, smul_eq_mul])
      (fun u v w => by simp only [Submodule.coe_add, inner_add_left])
      (fun c u v => by simp only [Submodule.coe_smul, real_inner_smul_left, smul_eq_mul])
  let l : Module.Dual ℝ U :=
    { toFun := fun v => -inner ℝ (v : H) b
      map_add' := fun v w => by
        simp only [Submodule.coe_add, inner_add_left]
        ring
      map_smul' := fun c v => by
        simp only [Submodule.coe_smul, real_inner_smul_left, RingHom.id_apply, smul_eq_mul]
        ring }
  have hinj : Function.Injective L := by
    rw [injective_iff_map_eq_zero]
    intro u hu
    have h0 : inner ℝ (u : H) (A (u : H)) = 0 := LinearMap.congr_fun hu u
    have h1 := hgap (u : H)
    rw [h0] at h1
    have h2 : ‖(u : H)‖ ^ 2 = 0 := by nlinarith [sq_nonneg ‖(u : H)‖]
    exact Subtype.ext (norm_eq_zero.1 (pow_eq_zero_iff two_ne_zero |>.1 h2))
  have hsurj : Function.Surjective L :=
    (LinearMap.injective_iff_surjective_of_finrank_eq_finrank
      (Subspace.dual_finrank_eq (K := ℝ) (V := U)).symm).1 hinj
  obtain ⟨u, hu⟩ := hsurj l
  have hmin : IsBasisMinimiser A b U (u : H) := by
    refine (isBasisMinimiser_iff A b hA hpos U _).2 ⟨u.2, fun v hv => ?_⟩
    have h : inner ℝ v (A (u : H)) = -inner ℝ v b := LinearMap.congr_fun hu ⟨v, hv⟩
    rw [inner_add_right, h, neg_add_cancel]
  refine ⟨u, fun y => ⟨fun hy => ?_, fun hy => hy ▸ hmin⟩⟩
  have h1 := quadratic_growth A b hg hA hgap hmin hy.1
  have h2 := hy.2 _ hmin.1
  have h3 : ‖y - u‖ ^ 2 = 0 := by nlinarith [sq_nonneg ‖y - (u : H)‖]
  exact sub_eq_zero.1 (norm_eq_zero.1 (pow_eq_zero_iff two_ne_zero |>.1 h3))
```

## Error bounds and the limit

The two-sided estimate takes the exact minimiser `x` as given and holds for any subspace `U` that has a minimiser `u`.

```lean
/-- For a symmetric `A` with a gap `g > 0`, the error of the functional in a basis space is at least
`g` times the squared error of the minimiser, and at most `‖A‖` times the squared distance of the
exact minimiser `x` from any `v` in the basis space. -/
theorem basis_error_bounds (A : H →L[ℝ] H) (b : H) {g : ℝ} (hg : 0 < g)
    (hA : ∀ x y, inner ℝ (A x) y = inner ℝ x (A y))
    (hgap : ∀ x, g * ‖x‖ ^ 2 ≤ inner ℝ x (A x)) {U : Submodule ℝ H} {x u v : H}
    (hx : IsBasisMinimiser A b ⊤ x) (hu : IsBasisMinimiser A b U u) (hv : v ∈ U) :
    g * ‖u - x‖ ^ 2 ≤ hylleraas A b u - hylleraas A b x ∧
      hylleraas A b u - hylleraas A b x ≤ ‖A‖ * ‖v - x‖ ^ 2 := by
  have hpos : ∀ x, 0 ≤ inner ℝ x (A x) := fun x =>
    le_trans (by positivity : 0 ≤ g * ‖x‖ ^ 2) (hgap x)
  constructor
  · linarith [quadratic_growth A b hg hA hgap hx (Submodule.mem_top (x := u))]
  · have h1 := hylleraas_add A b hA x (v - x)
    rw [add_sub_cancel,
      ((isBasisMinimiser_iff A b hA hpos ⊤ x).1 hx).2 _ Submodule.mem_top] at h1
    have h2 := real_inner_le_norm (v - x) (A (v - x))
    have h3 := mul_le_mul_of_nonneg_left (A.le_opNorm (v - x)) (norm_nonneg (v - x))
    nlinarith [hu.2 v hv]
```

The main theorem produces `x` and the sequence `xs` from the hypotheses on $A$ and the subspaces. Its five conclusions are strict global minimality of `x`, unique minimisation by `xs n` in `U n`, non-increasing minima (`Antitone`), their convergence, and norm convergence of the minimisers. It gives no rate. The hypothesis `Monotone U` requires nested spaces; basis families whose exponents are reoptimised at each size are generally not nested.

In the proof, `hbdd` completes the square, `hcau` is the Cauchy estimate, and `horth` and `hall` carry the vanishing residual from the basis spaces to all of $H$.

```lean
/-- Basis-set convergence for a bounded symmetric `A` with a gap `g > 0` and nested
finite-dimensional basis spaces with dense union, in a complete space: the functional has a unique
global minimiser `x` and a unique minimiser in each basis space; the basis-set minima decrease to
the global minimum and the minimisers converge to `x` in norm. -/
theorem basis_set_convergence [CompleteSpace H] (A : H →L[ℝ] H) (b : H) {g : ℝ}
    (hg : 0 < g) (hA : ∀ x y, inner ℝ (A x) y = inner ℝ x (A y))
    (hgap : ∀ x, g * ‖x‖ ^ 2 ≤ inner ℝ x (A x))
    (U : ℕ → Submodule ℝ H) (hfin : ∀ n, FiniteDimensional ℝ (U n)) (hU : Monotone U)
    (hdense : Dense (⋃ n, (U n : Set H))) :
    ∃ (x : H) (xs : ℕ → H),
      (∀ y, y ≠ x → hylleraas A b x < hylleraas A b y) ∧
      (∀ n y, IsBasisMinimiser A b (U n) y ↔ y = xs n) ∧
      Antitone (fun n => hylleraas A b (xs n)) ∧
      Tendsto (fun n => hylleraas A b (xs n)) atTop (𝓝 (hylleraas A b x)) ∧
      Tendsto xs atTop (𝓝 x) := by
  have hpos : ∀ x, 0 ≤ inner ℝ x (A x) := fun x =>
    le_trans (by positivity : 0 ≤ g * ‖x‖ ^ 2) (hgap x)
  choose xs hxs using fun n =>
    haveI := hfin n
    exists_unique_minimiser A b hg hA hgap (U n)
  have hR : ∀ n, IsBasisMinimiser A b (U n) (xs n) := fun n => (hxs n _).2 rfl
  -- the functional is bounded below
  have hbdd : BddBelow (Set.range fun n => hylleraas A b (xs n)) := by
    refine ⟨-(‖b‖ ^ 2 / g), ?_⟩
    rintro _ ⟨n, rfl⟩
    have h1 := (abs_le.1 (abs_real_inner_le_norm (xs n) b)).1
    have h2 : g * ‖xs n‖ ^ 2 - 2 * (‖xs n‖ * ‖b‖) + ‖b‖ ^ 2 / g
        = (g * ‖xs n‖ - ‖b‖) ^ 2 / g := by
      field_simp
      ring
    have h3 : 0 ≤ (g * ‖xs n‖ - ‖b‖) ^ 2 / g := by positivity
    have h4 := hgap (xs n)
    simp only [hylleraas]
    linarith
  -- quadratic growth turns convergence of the minima into a Cauchy property
  have hcau : CauchySeq xs := by
    refine Metric.cauchySeq_iff'.2 fun ε hε => ?_
    have hlt : (⨅ n, hylleraas A b (xs n)) < (⨅ n, hylleraas A b (xs n)) + g * ε ^ 2 :=
      lt_add_of_pos_right _ (by positivity)
    obtain ⟨N, hN⟩ := exists_lt_of_ciInf_lt hlt
    refine ⟨N, fun n hn => ?_⟩
    have h1 := quadratic_growth A b hg hA hgap (hR n) (hU hn (hR N).1)
    have h2 := ciInf_le hbdd n
    have h3 : g * ‖xs N - xs n‖ ^ 2 < g * ε ^ 2 := by linarith
    rw [dist_comm, dist_eq_norm]
    exact lt_of_pow_lt_pow_left₀ 2 hε.le (lt_of_mul_lt_mul_left h3 hg.le)
  obtain ⟨x, hx⟩ := cauchySeq_tendsto_of_complete hcau
  -- the residual of the limit is orthogonal to every basis space, hence to everything
  have horth : ∀ v ∈ ⋃ n, (U n : Set H), inner ℝ v (A x + b) = 0 := by
    intro v hv
    obtain ⟨m, hm⟩ := Set.mem_iUnion.1 hv
    have hc : Continuous fun z : H => inner ℝ v (A z + b) := by fun_prop
    have hlim : Tendsto (fun n => inner ℝ v (A (xs n) + b)) atTop
        (𝓝 (inner ℝ v (A x + b))) := (hc.tendsto x).comp hx
    have hzero : Tendsto (fun n => inner ℝ v (A (xs n) + b)) atTop (𝓝 0) := by
      refine tendsto_const_nhds.congr' ?_
      filter_upwards [eventually_ge_atTop m] with n hn
      exact (((isBasisMinimiser_iff A b hA hpos (U n) _).1 (hR n)).2 v (hU hn hm)).symm
    exact tendsto_nhds_unique hlim hzero
  have hall : (fun v : H => inner ℝ v (A x + b)) = fun _ => (0 : ℝ) :=
    Continuous.ext_on hdense (by fun_prop) continuous_const horth
  have hglob : IsBasisMinimiser A b ⊤ x :=
    (isBasisMinimiser_iff A b hA hpos ⊤ x).2
      ⟨Submodule.mem_top, fun v _ => congr_fun hall v⟩
  refine ⟨x, xs, fun y hy => ?_, hxs, fun m n hmn => (hR n).2 _ (hU hmn (hR m).1), ?_, hx⟩
  · have h1 := quadratic_growth A b hg hA hgap hglob (Submodule.mem_top (x := y))
    have h2 : 0 < ‖y - x‖ := norm_pos_iff.2 (sub_ne_zero.2 hy)
    have h3 : 0 < g * ‖y - x‖ ^ 2 := by positivity
    linarith
  · have hc : Continuous fun z : H => inner ℝ z (A z) + 2 * inner ℝ z b := by fun_prop
    exact (hc.tendsto x).comp hx
```

## A model that satisfies the hypotheses

The example operator is $x\mapsto x+\langle\varphi,x\rangle\varphi$. The vector $\varphi$ need not be normalised: if it is non-zero, the unit vector $\varphi/\|\varphi\|$ has eigenvalue $1+\|\varphi\|^2$, and vectors orthogonal to it have eigenvalue $1$.

```lean
/-- The identity plus a rank-one coupling along `φ`. -/
def rankOneModel (φ : H) : H →L[ℝ] H :=
  ContinuousLinearMap.id ℝ H + (innerSL ℝ φ).smulRight φ
```

The basis spaces are spanned by $e_0,\dots,e_{n-1}$, starting with $\{0\}$ at $n=0$.

```lean
/-- The span of the first `n` vectors of a Hilbert basis. -/
def truncation (e : HilbertBasis ℕ ℝ H) (n : ℕ) : Submodule ℝ H :=
  Submodule.span ℝ (e '' Set.Iio n)
```

The last theorem verifies symmetry, the gap $g=1$ and the conditions on the subspaces. For density, `key` places each finite combination of basis vectors in some truncation.

```lean
/-- The rank-one model is symmetric with gap `1`, and the truncations of a Hilbert basis are
increasing, finite-dimensional and have dense union. -/
theorem basis_set_convergence_witness (e : HilbertBasis ℕ ℝ H) (φ : H) :
    (∀ x y, inner ℝ (rankOneModel φ x) y = inner ℝ x (rankOneModel φ y)) ∧
    (∀ x, 1 * ‖x‖ ^ 2 ≤ inner ℝ x (rankOneModel φ x)) ∧
    (∀ n, FiniteDimensional ℝ (truncation e n)) ∧ Monotone (truncation e) ∧
    Dense (⋃ n, (truncation e n : Set H)) := by
  have happ : ∀ x, rankOneModel φ x = x + (inner ℝ φ x : ℝ) • φ := fun x => by
    simp [rankOneModel]
  have hcomm : ∀ x, inner ℝ x φ = inner ℝ φ x := fun x => real_inner_comm _ _
  have hmono : Monotone (truncation e) := fun m n h =>
    Submodule.span_mono (Set.image_mono (Set.Iio_subset_Iio h))
  refine ⟨fun x y => ?_, fun x => ?_, fun n => ?_, hmono, ?_⟩
  · rw [happ, happ, inner_add_left, inner_add_right, real_inner_smul_left,
      real_inner_smul_right, hcomm x]
    ring
  · rw [happ, inner_add_right, real_inner_smul_right, hcomm x, real_inner_self_eq_norm_sq]
    nlinarith [mul_self_nonneg (inner ℝ φ x : ℝ)]
  · exact FiniteDimensional.span_of_finite ℝ ((Set.finite_Iio n).image e)
  · -- each finite combination of basis vectors lies in some truncation
    have key : ∀ z ∈ Submodule.span ℝ (Set.range e), ∃ n, z ∈ truncation e n := by
      intro z hz
      induction hz using Submodule.span_induction with
      | mem z hz =>
        obtain ⟨k, rfl⟩ := hz
        exact ⟨k + 1, Submodule.subset_span ⟨k, Nat.lt_succ_self k, rfl⟩⟩
      | zero => exact ⟨0, Submodule.zero_mem _⟩
      | add x y _ _ hx hy =>
        obtain ⟨m, hm⟩ := hx
        obtain ⟨n, hn⟩ := hy
        exact ⟨max m n, Submodule.add_mem _ (hmono (le_max_left m n) hm)
          (hmono (le_max_right m n) hn)⟩
      | smul a x _ hx =>
        obtain ⟨n, hn⟩ := hx
        exact ⟨n, Submodule.smul_mem _ a hn⟩
    exact (Submodule.dense_iff_topologicalClosure_eq_top.2 e.dense_span).mono
      fun z hz => Set.mem_iUnion.2 (key z hz)

end

end HylleraasBasisConvergence
```

```lean
#print axioms HylleraasBasisConvergence.hylleraas_eq_inner
#print axioms HylleraasBasisConvergence.basis_error_bounds
#print axioms HylleraasBasisConvergence.basis_set_convergence
```

```
'HylleraasBasisConvergence.hylleraas_eq_inner' depends on axioms: [propext, Classical.choice, Quot.sound]
'HylleraasBasisConvergence.basis_error_bounds' depends on axioms: [propext, Classical.choice, Quot.sound]
'HylleraasBasisConvergence.basis_set_convergence' depends on axioms: [propext, Classical.choice, Quot.sound]
```
